# Bounds on the Rayleigh quotient of a shifted finite-dimensional Hamiltonian for vectors orthogonal to a lowest eigenvector

The theorem `rayleigh_mem_Icc` concerns a Hamiltonian `H` on a complex inner product space of finite dimension `m + 2`, with an orthonormal eigenbasis `u` and real levels `E` in nondecreasing order, so that degeneracy is allowed. Units are chosen with ħ = 1, so that a frequency can be subtracted from an energy. For a real frequency `w` and a nonzero vector `x` orthogonal to the lowest eigenvector `u 0`, it states that the Rayleigh quotient of `H - E 0 - w` at `x` lies between `E 1 - E 0 - w` and `E (Fin.last (m + 1)) - E 0 - w`. The vector need not be normalised, since the quotient divides by `‖x‖ ^ 2`. The proof writes both `⟪x, (H - E 0 - w) x⟫` and `‖x‖ ^ 2` as sums over the eigenbasis and compares them term by term. In the lower bound the term `k = 0` vanishes by orthogonality, and every other term needs `1 ≤ k`.

The failing Lean file:

```lean
import Mathlib

open scoped InnerProductSpace

namespace ProjectedSternheimer

noncomputable section

variable {V : Type*} [NormedAddCommGroup V] [InnerProductSpace ℂ V] {m : ℕ}

/-- The shifted Hamiltonian `H - e - w` for a reference energy `e` and a frequency `w`. -/
def shifted (H : V →ₗ[ℂ] V) (e w : ℝ) : V →ₗ[ℂ] V :=
  H - ((e + w : ℝ) : ℂ) • LinearMap.id

/-- The real part of `⟨x, A x⟩` divided by `‖x‖ ^ 2`. For nonzero `x` and real `⟨x, A x⟩` this is
the Rayleigh quotient of `A`. -/
def rayleigh (A : V →ₗ[ℂ] V) (x : V) : ℝ := (⟪x, A x⟫_ℂ).re / ‖x‖ ^ 2

/-- The product of the amplitude `⟨v, x⟩` and its conjugate is its squared modulus. -/
lemma population (v x : V) :
    ⟪x, v⟫_ℂ * ⟪v, x⟫_ℂ = ((‖⟪v, x⟫_ℂ‖ ^ 2 : ℝ) : ℂ) := by
  rw [← inner_conj_symm x v, Complex.conj_mul', Complex.ofReal_pow]

/-- In the eigenbasis of `H`, the shifted Hamiltonian multiplies the `k`-th amplitude
by `E k - E 0 - w`. -/
theorem inner_shifted {H : V →ₗ[ℂ] V} {E : Fin (m + 2) → ℝ}
    (u : OrthonormalBasis (Fin (m + 2)) ℂ V) (hu : ∀ k, H (u k) = (E k : ℂ) • u k)
    (w : ℝ) (x : V) (k : Fin (m + 2)) :
    ⟪u k, shifted H (E 0) w x⟫_ℂ = ((E k - E 0 - w : ℝ) : ℂ) * ⟪u k, x⟫_ℂ := by
  have e : H x = ∑ j, (⟪u j, x⟫_ℂ * (E j : ℂ)) • u j := by
    conv_lhs => rw [← u.sum_repr' x]
    simp only [map_sum, map_smul, hu, smul_smul]
  have hH : ⟪u k, H x⟫_ℂ = (E k : ℂ) * ⟪u k, x⟫_ℂ := by
    rw [e, u.orthonormal.inner_right_fintype]
    ring
  simp only [shifted, LinearMap.sub_apply, LinearMap.smul_apply, LinearMap.id_apply,
    inner_sub_right, inner_smul_right, hH]
  push_cast
  ring

/-- For ordered levels and a nonzero vector orthogonal to `u 0`, the Rayleigh quotient of `H - E 0 -
w` lies between `E 1 - E 0 - w` and the same expression with the highest level. -/
theorem rayleigh_mem_Icc {H : V →ₗ[ℂ] V} {E : Fin (m + 2) → ℝ}
    (u : OrthonormalBasis (Fin (m + 2)) ℂ V) (hu : ∀ k, H (u k) = (E k : ℂ) • u k)
    (hE : Monotone E) (w : ℝ) {x : V} (hx0 : x ≠ 0) (hx : ⟪u 0, x⟫_ℂ = 0) :
    rayleigh (shifted H (E 0) w) x ∈
      Set.Icc (E 1 - E 0 - w) (E (Fin.last (m + 1)) - E 0 - w) := by
  -- the expectation value is a sum of populations weighted by the shifted levels
  have h : ⟪x, shifted H (E 0) w x⟫_ℂ
      = ((∑ k, (E k - E 0 - w) * ‖⟪u k, x⟫_ℂ‖ ^ 2 : ℝ) : ℂ) := by
    rw [← u.sum_inner_mul_inner x, Complex.ofReal_sum]
    refine Finset.sum_congr rfl fun k _ => ?_
    rw [inner_shifted u hu, Complex.ofReal_mul, ← population (u k) x]
    ring
  have hpos : 0 < ‖x‖ ^ 2 := pow_pos (norm_pos_iff.mpr hx0) 2
  rw [rayleigh, h, Complex.ofReal_re, Set.mem_Icc, le_div_iff₀ hpos, div_le_iff₀ hpos,
    ← u.sum_sq_norm_inner_right x, Finset.mul_sum, Finset.mul_sum]
  constructor
  · refine Finset.sum_le_sum fun k _ => ?_
    by_cases hk : k = 0
    · subst hk
      simp [hx]
    · have h1 : (1 : Fin (m + 2)) ≤ k := by
        have h0 : (k : ℕ) ≠ 0 := by simpa [Fin.ext_iff] using hk
        have h2 : ((1 : Fin (m + 2)) : ℕ) = 1 := by simp
        rw [Fin.le_def, h2]
        omega
      exact mul_le_mul_of_nonneg_right (by linarith [hE h1]) (sq_nonneg _)
  · refine Finset.sum_le_sum fun k _ => ?_
    exact mul_le_mul_of_nonneg_right (by linarith [hE (Fin.le_last k)]) (sq_nonneg _)

end

end ProjectedSternheimer
```

Messages:

```
Main.lean:64:36: error: Tactic `simp` failed with a nested error:
maximum recursion depth has been reached
use `set_option maxRecDepth <num>` to increase limit
use `set_option diagnostics true` to get diagnostic information
```

As a diff, the version that Lean accepts:

```diff
@@ -46,5 +46,5 @@
     rayleigh (shifted H (E 0) w) x ∈
       Set.Icc (E 1 - E 0 - w) (E (Fin.last (m + 1)) - E 0 - w) := by
-  -- the expectation value is a sum of populations weighted by the shifted levels
+  -- the numerator is a sum of squared amplitudes weighted by the shifted levels
   have h : ⟪x, shifted H (E 0) w x⟫_ℂ
       = ((∑ k, (E k - E 0 - w) * ‖⟪u k, x⟫_ℂ‖ ^ 2 : ℝ) : ℂ) := by
@@ -62,5 +62,5 @@
       simp [hx]
     · have h1 : (1 : Fin (m + 2)) ≤ k := by
-        have h0 : (k : ℕ) ≠ 0 := by simpa [Fin.ext_iff] using hk
+        have h0 : (k : ℕ) ≠ 0 := fun h => hk (Fin.ext (h.trans (by simp)))
         have h2 : ((1 : Fin (m + 2)) : ℕ) = 1 := by simp
         rw [Fin.le_def, h2]
```

Cause. The error says that `simp`, called by `simpa`, reached its maximum recursion depth. It arises at `h0`, where `k ≠ 0` in `Fin (m + 2)` has to become `(k : ℕ) ≠ 0`. The supplied lemma `Fin.ext_iff` rewrites an equality in `Fin` as an equality of the underlying natural numbers, so `k = 0` becomes, once the value of zero is simplified, `(k : ℕ) = 0`. But `simp` already has a rule that turns `(k : ℕ) = 0` back into `k = 0`. The two rewrites undo each other and `simp` goes round in a loop, so a higher recursion limit would not help.

The repair proves `h0` directly. It assumes `(k : ℕ) = 0`, obtains `k = 0` from `Fin.ext`, and contradicts `hk`. The remaining `by simp` only has to show that the zero of `Fin (m + 2)` has value `0`, and it is not given `Fin.ext_iff`, so the loop is gone.

The other change rewords a comment and has no effect on the proof. The new wording is more accurate, as `x` need not be normalised and the sum is the numerator of the quotient.
